# The periodic nearest-neighbour Poisson equation is solvable exactly when its source sums to zero

On a periodic grid with $N\ge1$ points along each of $d$ axes and unit spacing, the equation

$$(L\varphi)(j)=\sum_a\bigl[2\varphi(j)-\varphi(j+e_a)-\varphi(j-e_a)\bigr]=f(j)$$

has a solution if and only if $\sum_j f(j)=0$. Here $j$ is a grid point, $e_a$ is the unit step along axis $a$, and $\varphi,f$ are complex. Any two solutions differ by a constant, and every solution satisfies

$$\hat\varphi(k)=\frac{\hat f(k)}{\lambda(k)},\qquad \lambda(k)=\sum_a4\sin^2\frac{\pi k_a}{N},\qquad k\neq0.$$

The hat denotes the discrete Fourier transform $\hat f(k)=\sum_j e^{-2\pi i k\cdot j/N}f(j)$. The wavevector $k$ has components $k_a=0,\dots,N-1$, understood modulo $N$.

## The division step in an FFT Poisson solver

An FFT solver for this stencil transforms the source, divides by $\lambda(k)$ at nonzero $k$, chooses the $k=0$ coefficient and transforms back. In electronic structure, this gives the electrostatic potential of a neutral periodic charge density, within the second-order stencil on a uniform cubic grid. For spacing $h$ and Gaussian units, $f=4\pi h^2\rho$, where $\rho$ is the charge density.

## From phases to the solution

Write $\chi(m)=e^{2\pi i m/N}$ and $w_k(j)=\chi(k\cdot j)$. With $\theta=\pi m/N$,

$$2-\chi(m)-\chi(-m)=-(e^{i\theta}-e^{-i\theta})^2=4\sin^2\theta.$$

A step $\pm e_a$ multiplies $w_k$ by $\chi(\pm k_a)$, so $Lw_k=\lambda(k)w_k$. For any displacement $s$, reindexing gives

$$\sum_j w_k(-j)\varphi(j+s)=w_k(s)\hat\varphi(k),$$

and hence $\widehat{L\varphi}(k)=\lambda(k)\hat\varphi(k)$. Since $\lambda(0)=0$, a solvable source has $\hat f(0)=\sum_jf(j)=0$.

If $k\ne0$, some $k_a$ lies between $1$ and $N-1$. Then $\sin(\pi k_a/N)>0$, and no term of the sum is negative, so $\lambda(k)>0$.

For inversion, let $S(x)=\sum_kw_k(x)$. If $x_a\ne0$, replacing $k$ by $k+e_a$ gives $S(x)=\chi(x_a)S(x)$ with $\chi(x_a)\neq1$, so $S(x)=0$. Also $S(0)=N^d$. Therefore

$$\sum_k\hat\varphi(k)w_k(j)=\sum_i\varphi(i)S(j-i)=N^d\varphi(j).$$

For a source with zero sum, set

$$\varphi_0=N^{-d}\sum_{k\ne0}\frac{\hat f(k)}{\lambda(k)}w_k.$$

Applying $L$ cancels each denominator. The missing $k=0$ term is zero, so inversion gives $L\varphi_0=f$.

If $\varphi$ and $\psi$ both solve the equation, $D=\psi-\varphi$ satisfies $\lambda(k)\hat D(k)=0$. Only $\hat D(0)$ can survive, and inversion gives the constant $D=N^{-d}\hat D(0)$. Conversely, $L$ annihilates constants, so adding one preserves a solution.

Losing the half-angle, and so writing $\sin^2(2\pi k_a/N)$, creates a false zero at $k_a=N/2$ for even $N$. In one dimension the alternating mode would then seem to be a null mode, whereas this stencil gives it eigenvalue $4$.

## The Lean file

```lean
import Mathlib

open Matrix

namespace GridPoisson

noncomputable section

/-- The periodic grid with `N` points along each of `d` axes. -/
abbrev Grid (d N : ℕ) := Fin d → ZMod N

variable {d N : ℕ}

/-- The nearest-neighbour finite-difference form of minus the Laplacian, with unit spacing. -/
def negLaplacian : (Grid d N → ℂ) →ₗ[ℂ] (Grid d N → ℂ) where
  toFun φ j := ∑ a, (2 * φ j - φ (j + Pi.single a 1) - φ (j - Pi.single a 1))
  map_add' φ ψ := by
    funext j
    simp only [Pi.add_apply]
    rw [← Finset.sum_add_distrib]
    exact Finset.sum_congr rfl fun a _ => by ring
  map_smul' c φ := by
    funext j
    simp only [Pi.smul_apply, smul_eq_mul, RingHom.id_apply]
    rw [Finset.mul_sum]
    exact Finset.sum_congr rfl fun a _ => by ring

/-- The sum over axes of `4 sin²(π kₐ / N)`. -/
def symbol (k : Grid d N) : ℝ :=
  ∑ a, 4 * Real.sin (Real.pi * (k a).val / N) ^ 2

variable [NeZero N]

/-- The plane wave `exp(2πi k·j / N)` on the grid. -/
def wave (k j : Grid d N) : ℂ := ZMod.stdAddChar (k ⬝ᵥ j)

/-- The unnormalised discrete Fourier transform on the grid. -/
def dft (f : Grid d N → ℂ) (k : Grid d N) : ℂ := ∑ j, wave k (-j) * f j

/-- `N^(-d)` times the Fourier sum over nonzero wavevectors, each coefficient of the source divided
by the symbol. -/
def potential (f : Grid d N → ℂ) : Grid d N → ℂ :=
  ((N : ℂ) ^ d)⁻¹ • ∑ k ∈ Finset.univ.erase 0, (dft f k / (symbol k : ℂ)) • wave k

/-- A plane wave turns a sum of displacements into a product of phases. -/
theorem wave_add (k x y : Grid d N) : wave k (x + y) = wave k x * wave k y := by
  simp only [wave, dotProduct_add, AddChar.map_add_eq_mul]

/-- Two minus the phases of `m` and `-m` equals `4 sin²(π m / N)`. -/
theorem two_sub_phases (m : ZMod N) :
    2 - ZMod.stdAddChar m - ZMod.stdAddChar (-m) =
      ((4 * Real.sin (Real.pi * m.val / N) ^ 2 : ℝ) : ℂ) := by
  have h1 := ZMod.stdAddChar_coe (N := N) (m.val : ℤ)
  have h2 := ZMod.stdAddChar_coe (N := N) (-(m.val : ℤ))
  rw [show (((m.val : ℤ)) : ZMod N) = m by simp] at h1
  rw [show ((-(m.val : ℤ) : ℤ) : ZMod N) = -m by simp] at h2
  push_cast at h1 h2 ⊢
  generalize hθ : (Real.pi : ℂ) * (m.val : ℂ) / (N : ℂ) = θ
  -- both phases are squares of half-angle exponentials
  have e1 : ZMod.stdAddChar m = Complex.exp (θ * Complex.I) * Complex.exp (θ * Complex.I) := by
    rw [h1, ← Complex.exp_add, ← hθ]
    congr 1
    ring
  have e2 : ZMod.stdAddChar (-m) =
      Complex.exp (-θ * Complex.I) * Complex.exp (-θ * Complex.I) := by
    rw [h2, ← Complex.exp_add, ← hθ]
    congr 1
    ring
  have h : Complex.exp (-θ * Complex.I) * Complex.exp (θ * Complex.I) = 1 := by
    rw [← Complex.exp_add, show -θ * Complex.I + θ * Complex.I = 0 by ring, Complex.exp_zero]
  have s := Complex.two_sin θ
  rw [e1, e2]
  linear_combination
    -(2 * Complex.sin θ + (Complex.exp (-θ * Complex.I) - Complex.exp (θ * Complex.I))
      * Complex.I) * s
    - (Complex.exp (-θ * Complex.I) - Complex.exp (θ * Complex.I)) ^ 2 * Complex.I_sq - 2 * h

/-- Each plane wave is an eigenfunction of the grid operator, with the symbol as eigenvalue. -/
theorem negLaplacian_wave (k : Grid d N) :
    negLaplacian (wave k) = (symbol k : ℂ) • wave k := by
  funext j
  change ∑ a, (2 * wave k j - wave k (j + Pi.single a 1) - wave k (j - Pi.single a 1)) =
    (symbol k : ℂ) * wave k j
  rw [symbol, Complex.ofReal_sum, Finset.sum_mul]
  refine Finset.sum_congr rfl fun a _ => ?_
  have h1 : wave k (Pi.single a 1) = ZMod.stdAddChar (k a) := by simp [wave]
  have h2 : wave k (-Pi.single a 1) = ZMod.stdAddChar (-k a) := by simp [wave]
  rw [← two_sub_phases, sub_eq_add_neg j, wave_add, wave_add, h1, h2]
  ring

/-- Translating a grid function multiplies its Fourier coefficients by a phase. -/
theorem dft_shift (f : Grid d N → ℂ) (s k : Grid d N) :
    dft (fun j => f (j + s)) k = wave k s * dft f k := by
  unfold dft
  rw [Finset.mul_sum]
  refine Fintype.sum_equiv (Equiv.addRight s) _ _ fun j => ?_
  simp only [Equiv.coe_addRight]
  rw [← mul_assoc, ← wave_add, show s + -(j + s) = -j by abel]

/-- In Fourier space the grid operator acts as multiplication by the symbol. -/
theorem dft_negLaplacian (φ : Grid d N → ℂ) (k : Grid d N) :
    dft (negLaplacian φ) k = (symbol k : ℂ) * dft φ k := by
  have h : dft (negLaplacian φ) k = ∑ a, (2 * dft φ k
      - dft (fun j => φ (j + Pi.single a 1)) k - dft (fun j => φ (j + -Pi.single a 1)) k) := by
    simp only [dft, negLaplacian, LinearMap.coe_mk, AddHom.coe_mk, Finset.mul_sum]
    rw [Finset.sum_comm]
    refine Finset.sum_congr rfl fun a _ => ?_
    rw [← Finset.sum_sub_distrib, ← Finset.sum_sub_distrib]
    refine Finset.sum_congr rfl fun j _ => ?_
    rw [sub_eq_add_neg j]
    ring
  rw [h, symbol, Complex.ofReal_sum, Finset.sum_mul]
  refine Finset.sum_congr rfl fun a _ => ?_
  have h1 : wave k (Pi.single a 1) = ZMod.stdAddChar (k a) := by simp [wave]
  have h2 : wave k (-Pi.single a 1) = ZMod.stdAddChar (-k a) := by simp [wave]
  rw [dft_shift, dft_shift, h1, h2, ← two_sub_phases]
  ring

/-- The symbol is strictly positive at every nonzero wavevector. -/
theorem symbol_pos {k : Grid d N} (hk : k ≠ 0) : 0 < symbol k := by
  obtain ⟨a, ha⟩ := Function.ne_iff.mp hk
  refine Finset.sum_pos' (fun b _ => by positivity) ⟨a, Finset.mem_univ a, ?_⟩
  have hN : (0 : ℝ) < N := Nat.cast_pos.mpr (NeZero.pos N)
  have hv : (0 : ℝ) < (k a).val :=
    Nat.cast_pos.mpr (Nat.pos_of_ne_zero fun h => ha ((ZMod.val_eq_zero _).mp h))
  have hl : ((k a).val : ℝ) < N := Nat.cast_lt.mpr (ZMod.val_lt _)
  have hs : 0 < Real.sin (Real.pi * (k a).val / N) := by
    apply Real.sin_pos_of_pos_of_lt_pi
    · have := Real.pi_pos
      positivity
    · rw [div_lt_iff₀ hN]
      exact mul_lt_mul_of_pos_left hl Real.pi_pos
  positivity

/-- Fourier inversion: summing all plane waves with their coefficients returns `N^d` times the
grid function. -/
theorem dft_inversion (f : Grid d N → ℂ) (j : Grid d N) :
    ∑ k, dft f k * wave k j = (N : ℂ) ^ d * f j := by
  -- a nonzero displacement makes the sum over wavevectors vanish
  have orth : ∀ x : Grid d N, x ≠ 0 → ∑ k, wave k x = 0 := by
    intro x hx
    obtain ⟨a, ha⟩ := Function.ne_iff.mp hx
    have hc : ZMod.stdAddChar (x a) ≠ (1 : ℂ) := fun h =>
      ha (ZMod.injective_stdAddChar (h.trans (AddChar.map_zero_eq_one _).symm))
    have hS : ∑ k, ZMod.stdAddChar (x a) * wave k x = ∑ k, wave k x := by
      refine Fintype.sum_equiv (Equiv.addRight (Pi.single a 1)) _ _ fun k => ?_
      simp [wave, add_dotProduct, AddChar.map_add_eq_mul, mul_comm]
    rw [← Finset.mul_sum] at hS
    have h0 : (ZMod.stdAddChar (x a) - 1) * ∑ k, wave k x = 0 := by
      linear_combination hS
    exact (mul_eq_zero.mp h0).resolve_left (sub_ne_zero.mpr hc)
  have h : ∑ k, dft f k * wave k j = ∑ i, (∑ k, wave k (j - i)) * f i := by
    simp only [dft, Finset.sum_mul]
    rw [Finset.sum_comm]
    refine Finset.sum_congr rfl fun i _ => Finset.sum_congr rfl fun k _ => ?_
    rw [sub_eq_add_neg, wave_add]
    ring
  rw [h, Finset.sum_eq_single j]
  · simp [wave]
  · intro i _ hi
    rw [orth _ (sub_ne_zero.mpr hi.symm), zero_mul]
  · intro hj
    exact absurd (Finset.mem_univ j) hj

/-- For a source that sums to zero, the explicit Fourier sum solves the grid Poisson equation. -/
theorem negLaplacian_potential (f : Grid d N → ℂ) (hf : ∑ j, f j = 0) :
    negLaplacian (potential f) = f := by
  have h0 : dft f 0 = 0 := by simpa [dft, wave] using hf
  have h : ∑ k ∈ Finset.univ.erase 0, negLaplacian ((dft f k / (symbol k : ℂ)) • wave k) =
      ∑ k, dft f k • wave k := by
    rw [← Finset.sum_erase Finset.univ (a := (0 : Grid d N))
      (f := fun k => dft f k • wave k) (by simp [h0])]
    refine Finset.sum_congr rfl fun k hk => ?_
    have hs : (symbol k : ℂ) ≠ 0 :=
      Complex.ofReal_ne_zero.mpr (symbol_pos (Finset.ne_of_mem_erase hk)).ne'
    rw [map_smul, negLaplacian_wave, smul_smul, div_mul_cancel₀ _ hs]
  have hN : (N : ℂ) ^ d ≠ 0 := pow_ne_zero _ (Nat.cast_ne_zero.mpr (NeZero.ne N))
  rw [potential, map_smul, map_sum, h]
  funext j
  simp only [Pi.smul_apply, Finset.sum_apply, smul_eq_mul]
  rw [dft_inversion, inv_mul_cancel_left₀ hN]

/-- The grid Poisson equation is solvable exactly when the source sums to zero; its solutions
differ by constants, and their Fourier coefficients at nonzero `k` are those of the source divided
by the symbol. -/
theorem poisson_equation (f : Grid d N → ℂ) :
    ((∃ φ, negLaplacian φ = f) ↔ ∑ j, f j = 0) ∧
    ∀ φ, negLaplacian φ = f →
      (∀ ψ, negLaplacian ψ = f ↔ ∃ c : ℂ, ∀ j, ψ j = φ j + c) ∧
      ∀ k, k ≠ 0 → dft φ k = dft f k / (symbol k : ℂ) := by
  have hsym : ∀ k : Grid d N, k ≠ 0 → (symbol k : ℂ) ≠ 0 := fun k hk =>
    Complex.ofReal_ne_zero.mpr (symbol_pos hk).ne'
  refine ⟨⟨?_, fun hf => ⟨potential f, negLaplacian_potential f hf⟩⟩, ?_⟩
  · rintro ⟨φ, rfl⟩
    -- the total source is the Fourier coefficient at k = 0
    have h := dft_negLaplacian φ 0
    have hz : symbol (0 : Grid d N) = 0 := by simp [symbol]
    rw [hz, Complex.ofReal_zero, zero_mul] at h
    simpa only [dft, wave, zero_dotProduct, AddChar.map_zero_eq_one, one_mul] using h
  · intro φ hφ
    refine ⟨fun ψ => ⟨fun hψ => ?_, ?_⟩, fun k hk => ?_⟩
    · -- the difference of two solutions has only a k = 0 component
      have hD : negLaplacian (ψ - φ) = 0 := by rw [map_sub, hψ, hφ, sub_self]
      have hk : ∀ k, k ≠ 0 → dft (ψ - φ) k = 0 := by
        intro k hk
        have h := dft_negLaplacian (ψ - φ) k
        have hz : dft (0 : Grid d N → ℂ) k = 0 := by simp [dft]
        rw [hD, hz] at h
        exact (mul_eq_zero.mp h.symm).resolve_left (hsym k hk)
      have hN : (N : ℂ) ^ d ≠ 0 := pow_ne_zero _ (Nat.cast_ne_zero.mpr (NeZero.ne N))
      refine ⟨dft (ψ - φ) 0 / (N : ℂ) ^ d, fun j => ?_⟩
      have h := dft_inversion (ψ - φ) j
      rw [Finset.sum_eq_single 0 (fun k _ h0 => by rw [hk k h0, zero_mul])
        (fun h0 => absurd (Finset.mem_univ _) h0)] at h
      have hw : wave 0 j = 1 := by simp [wave]
      rw [hw, mul_one, Pi.sub_apply] at h
      rw [h, mul_div_cancel_left₀ _ hN]
      ring
    · rintro ⟨c, hc⟩
      have hψ : ψ = φ + fun _ => c := funext hc
      have hconst : negLaplacian (fun _ : Grid d N => c) = 0 := by
        funext j
        change ∑ _a : Fin d, (2 * c - c - c) = 0
        exact Finset.sum_eq_zero fun a _ => by ring
      rw [hψ, map_add, hφ, hconst, add_zero]
    · rw [eq_div_iff (hsym k hk), ← hφ, dft_negLaplacian, mul_comm]

end

end GridPoisson
```

```lean
#print axioms GridPoisson.poisson_equation
```

```
'GridPoisson.poisson_equation' depends on axioms: [propext, Classical.choice, Quot.sound]
```

## Reading the theorem and its proof

`Grid d N` is the set of periodic grid points and also of wavevectors; `negLaplacian` is $L$, `symbol` is $\lambda$, `wave k j` is $w_k(j)$, and `dft` is the unnormalised transform above. The assumption `[NeZero N]` means $N\ge1$. In `poisson_equation`, the first conjunct is the solvability criterion. The second takes any solution `φ`, characterises all others as `φ` plus a constant, and gives the division rule.

`two_sub_phases` proves the half-angle identity. `negLaplacian_wave` and `dft_negLaplacian` turn the stencil into multiplication, the latter through `dft_shift`. `symbol_pos` justifies division, `dft_inversion` contains the orthogonality argument, and `negLaplacian_potential` verifies $\varphi_0$. The final theorem adds necessity, uniqueness up to a constant and the division rule.

The proof turns on Mathlib's `ZMod.stdAddChar`, the function $\chi$ defined directly on residues modulo $N$. Periodic wraparound therefore needs no separate cases. Its additive law turns displacements into phases, while `ZMod.injective_stdAddChar` supplies $\chi(x_a)\ne1$ for $x_a\ne0$, the fact that makes $S(x)$ vanish.

## Exact algebra on one periodic stencil

The theorem covers exact complex arithmetic with the same $N$ on every axis. It does not address rounding, an FFT implementation, other boundary conditions, unequal spacings or convergence to the continuum equation. In floating point, a source meant to be neutral may have a small nonzero sum; discarding its $k=0$ coefficient solves the equation for the source with its mean subtracted.
